# Characteristic polynomial of a spin-1/2 dimer with Dzyaloshinskii–Moriya coupling

## Definitions and conventions

Set $\hbar = 1$. One spin has basis $|\uparrow\rangle = (1,0)$ and $|\downarrow\rangle = (0,1)$, so index 0 is up and index 1 is down, and its components are $s_a = \sigma_a/2$ for $a = x, y, z$, with $\sigma_a$ the Pauli matrices. Two-spin states are complex functions of a pair of indices, the first belonging to spin 1, and $S_{1a} = s_a \otimes 1$, $S_{2a} = 1 \otimes s_a$. Define

$$K = (\mathbf S_1 \times \mathbf S_2)_z = S_{1x}S_{2y} - S_{1y}S_{2x},$$

$$|s\rangle = \frac{|\uparrow\downarrow\rangle - |\downarrow\uparrow\rangle}{\sqrt2}, \qquad |T_0\rangle = \frac{|\uparrow\downarrow\rangle + |\downarrow\uparrow\rangle}{\sqrt2}.$$

For real $J, D, J_\perp, J_z, B$ the two Hamiltonians are

$$H_{DM} = J\,\mathbf S_1\cdot\mathbf S_2 + DK,$$

$$H = J_\perp(S_{1x}S_{2x} + S_{1y}S_{2y}) + J_z S_{1z}S_{2z} + DK - B(S_{1z} + S_{2z}).$$

Here $J$ is the isotropic exchange coupling, antiferromagnetic for $J > 0$; $J_\perp$ and $J_z$ are the exchange couplings of the transverse and the $z$ components; and $D$ is the $z$ component of a Dzyaloshinskii–Moriya vector along $z$. The field enters through the energy $B$, which absorbs the $g$-factor, the magneton and the sign: $B > 0$ lowers $|\uparrow\uparrow\rangle$. For electron spins with Zeeman term $+g\mu_B b\,(S_{1z} + S_{2z})$ in a field $b$ along $z$, this means $B = -g\mu_B b$.

## The identities

The operator $K$ annihilates $|\uparrow\uparrow\rangle$ and $|\downarrow\downarrow\rangle$, and $K|s\rangle = -\tfrac{i}{2}|T_0\rangle$, $K|T_0\rangle = \tfrac{i}{2}|s\rangle$. For complex $x$,

$$\det(x - H) = \left(x - \tfrac{J_z}{4} + B\right)\left(x - \tfrac{J_z}{4} - B\right)\left[\left(x + \tfrac{J_z}{4}\right)^2 - \tfrac{J_\perp^2 + D^2}{4}\right],$$

$$\det(x - H_{DM}) = \left(x - \tfrac J4\right)^2\left[\left(x + \tfrac J4\right)^2 - \tfrac{J^2 + D^2}{4}\right].$$

The roots of the second polynomial are $J/4$ and $-J/4 \pm r/2$ with $r = \sqrt{J^2 + D^2}$.

## Where a code relies on it

An exact-diagonalisation or time-evolution code that builds spin Hamiltonians bond by bond can compare its bond matrix with these formulas, which hold for one isolated pair of spins 1/2 with the Dzyaloshinskii–Moriya vector and the field both along $z$. A code that sorts states by total $S_z$ relies on the block form below, whose mixed block is complex in the product basis when $D \neq 0$.

A spectrum check has a blind spot. Exchanging the two sites sends $K \to -K$, and so does transposing its matrix. Since $D$ enters the polynomial only as $D^2$, a bond stored with the wrong orientation, or with rows and columns exchanged, reproduces every dimer level. The action of $K$ on $|\uparrow\downarrow\rangle$ detects the error.

## Derivation

Let $s^\pm = s_x \pm i s_y$, with $S_1^\pm = s^\pm \otimes 1$ and $S_2^\pm = 1 \otimes s^\pm$, so that $s_x = (s^+ + s^-)/2$ and $s_y = (s^+ - s^-)/2i$. Then

$$K = \frac{1}{4i}\left[(S_1^+ + S_1^-)(S_2^+ - S_2^-) - (S_1^+ - S_1^-)(S_2^+ + S_2^-)\right] = \frac i2\left(S_1^+S_2^- - S_1^-S_2^+\right),$$

because the $S_1^+S_2^+$ and $S_1^-S_2^-$ terms cancel. Each remaining term raises one spin and lowers the other, so both vanish on $|\uparrow\uparrow\rangle$ and $|\downarrow\downarrow\rangle$, while

$$K|\uparrow\downarrow\rangle = -\tfrac i2|\downarrow\uparrow\rangle, \qquad K|\downarrow\uparrow\rangle = \tfrac i2|\uparrow\downarrow\rangle.$$

Subtracting gives $\sqrt2\,K|s\rangle = -\tfrac i2(|\downarrow\uparrow\rangle + |\uparrow\downarrow\rangle)$, and adding gives $\sqrt2\,K|T_0\rangle = \tfrac i2(|\uparrow\downarrow\rangle - |\downarrow\uparrow\rangle)$.

The same substitution yields $S_{1x}S_{2x} + S_{1y}S_{2y} = \tfrac12(S_1^+S_2^- + S_1^-S_2^+)$, hence

$$H = \frac{J_\perp + iD}{2}S_1^+S_2^- + \frac{J_\perp - iD}{2}S_1^-S_2^+ + J_zS_{1z}S_{2z} - B(S_{1z} + S_{2z}).$$

The product $S_{1z}S_{2z}$ is $+1/4$ on parallel and $-1/4$ on antiparallel spins, and $S_{1z} + S_{2z}$ is $+1, -1, 0, 0$ in the order $(\uparrow\uparrow, \downarrow\downarrow \mid \uparrow\downarrow, \downarrow\uparrow)$. In that order $H$ is block diagonal with blocks

$$\begin{pmatrix} J_z/4 - B & 0\\ 0 & J_z/4 + B\end{pmatrix}, \qquad M = \begin{pmatrix} -J_z/4 & (J_\perp + iD)/2\\ (J_\perp - iD)/2 & -J_z/4\end{pmatrix}.$$

The determinant of $x - H$ is the product of the block determinants, and $(J_\perp + iD)(J_\perp - iD) = J_\perp^2 + D^2$ gives the square bracket. Setting $J_\perp = J_z = J$ and $B = 0$ turns $H$ into $H_{DM}$. Its bracket is a difference of squares, $(x + J/4 - r/2)(x + J/4 + r/2)$.

For real $\rho \neq 0$ with $\rho^2 = J_\perp^2 + D^2$, take $v = (J_\perp + iD)|\uparrow\downarrow\rangle + \rho|\downarrow\uparrow\rangle$. The first row of $M$ applied to $(J_\perp + iD, \rho)$ gives $(J_\perp + iD)(-J_z/4 + \rho/2)$, and the second gives $(J_\perp^2 + D^2)/2 - J_z\rho/4 = \rho(-J_z/4 + \rho/2)$. So $v$ has eigenvalue $-J_z/4 + \rho/2$, and the two signs of $\rho$ give the two levels of $M$. Its squared norm is $2\rho^2$, so the normalised state is $v/(\sqrt2\,|\rho|)$.

For $J = 3$, $D = 4$ one has $r = 5$ and levels $3/4$ (twice), $7/4$ and $-13/4$, which sum to zero. With $\rho = -5$ the vector is $(3 + 4i, -5)$, of norm $\sqrt{50}$. The first row gives $(-\tfrac34 - \tfrac52)(3 + 4i) = -\tfrac{13}{4}(3 + 4i)$, and the second gives $\tfrac{25}{2} + \tfrac{15}{4} = \tfrac{65}{4} = -\tfrac{13}{4}\cdot(-5)$. The normalised state is $\left[(0.6 + 0.8i)|\uparrow\downarrow\rangle - |\downarrow\uparrow\rangle\right]/\sqrt2$.

For $D = 0$ the polynomial of $H_{DM}$ becomes $(x - J/4)^3(x + 3J/4)$, the triplet and the singlet. For $J \neq 0$ the choice $\rho = -J$ gives $v = \sqrt2 J|s\rangle$ at $-3J/4$.

## The Lean file

```lean
import Mathlib

open Matrix Polynomial
open Complex (I)
open scoped Kronecker

namespace DzyaloshinskiiMoriyaDimer

noncomputable section

/-- Operators on one spin 1/2. -/
abbrev Op1 := Matrix (Fin 2) (Fin 2) ℂ

/-- Operators on two spins 1/2. -/
abbrev Op2 := Matrix (Fin 2 × Fin 2) (Fin 2 × Fin 2) ℂ

/-- The spin component `s_x = σ_x / 2`. -/
def sx : Op1 := (1 / 2 : ℂ) • !![0, 1; 1, 0]

/-- The spin component `s_y = σ_y / 2`. -/
def sy : Op1 := (1 / 2 : ℂ) • !![0, -I; I, 0]

/-- The spin component `s_z = σ_z / 2`. -/
def sz : Op1 := (1 / 2 : ℂ) • !![1, 0; 0, -1]

/-- A one-spin operator acting on the first spin. -/
def S1 (A : Op1) : Op2 := A ⊗ₖ (1 : Op1)

/-- A one-spin operator acting on the second spin. -/
def S2 (A : Op1) : Op2 := (1 : Op1) ⊗ₖ A

/-- The scalar product `S₁ · S₂`. -/
def dotS : Op2 := S1 sx * S2 sx + S1 sy * S2 sy + S1 sz * S2 sz

/-- The Dzyaloshinskii-Moriya operator `(S₁ × S₂)_z = S₁x S₂y - S₁y S₂x`. -/
def dm : Op2 := S1 sx * S2 sy - S1 sy * S2 sx

/-- The Hamiltonian `J S₁ · S₂ + D (S₁ × S₂)_z`. -/
def hamDM (J D : ℝ) : Op2 := (J : ℂ) • dotS + (D : ℂ) • dm

/-- The XXZ dimer with Dzyaloshinskii-Moriya term and a field along `z`:
`Jp (S₁x S₂x + S₁y S₂y) + Jz S₁z S₂z + D (S₁ × S₂)_z - B (S₁z + S₂z)`. -/
def hamXXZ (Jp Jz D B : ℝ) : Op2 :=
  (Jp : ℂ) • (S1 sx * S2 sx + S1 sy * S2 sy) + (Jz : ℂ) • (S1 sz * S2 sz) + (D : ℂ) • dm
    - (B : ℂ) • (S1 sz + S2 sz)

/-- The spin-up state. -/
def up : Fin 2 → ℂ := ![1, 0]

/-- The spin-down state. -/
def dn : Fin 2 → ℂ := ![0, 1]

/-- The product state of spin 1 in `u` and spin 2 in `v`. -/
def ket (u v : Fin 2 → ℂ) : Fin 2 × Fin 2 → ℂ := fun p => u p.1 * v p.2

/-- The singlet `(ud - du) / √2`. -/
def singlet : Fin 2 × Fin 2 → ℂ := (1 / (Real.sqrt 2 : ℂ)) • (ket up dn - ket dn up)

/-- The triplet state `T0 = (ud + du) / √2`. -/
def T0 : Fin 2 × Fin 2 → ℂ := (1 / (Real.sqrt 2 : ℂ)) • (ket up dn + ket dn up)

/-- The ordering `(uu, dd | ud, du)` of the product basis. -/
def blockOrder : Fin 2 ⊕ Fin 2 ≃ Fin 2 × Fin 2 where
  toFun := Sum.elim ![(0, 0), (1, 1)] ![(0, 1), (1, 0)]
  invFun p := if p.1 = p.2 then Sum.inl p.1 else Sum.inr p.1
  left_inv := by
    intro x
    revert x
    decide
  right_inv := by
    intro x
    revert x
    decide

/-- The product of `A` on spin 1 and `B` on spin 2 is the Kronecker product `A ⊗ B`. -/
theorem S1_mul_S2 (A B : Op1) : S1 A * S2 B = A ⊗ₖ B := by
  unfold S1 S2
  rw [← Matrix.mul_kronecker_mul, Matrix.mul_one, Matrix.one_mul]

/-- `(S₁ × S₂)_z` kills `uu` and `dd`, sends `ud` to `-(i/2) du` and `du` to `(i/2) ud`. -/
theorem dm_basis :
    dm *ᵥ ket up up = 0 ∧ dm *ᵥ ket dn dn = 0 ∧
    dm *ᵥ ket up dn = (-(I / 2)) • ket dn up ∧ dm *ᵥ ket dn up = (I / 2) • ket up dn := by
  simp only [dm, S1_mul_S2]
  refine ⟨?_, ?_, ?_, ?_⟩ <;> ext ⟨i, j⟩ <;> fin_cases i <;> fin_cases j <;>
    simp [sx, sy, ket, up, dn, Matrix.mulVec, dotProduct, Fintype.sum_prod_type,
      Fin.sum_univ_two] <;> ring1

/-- `(S₁ × S₂)_z` sends the singlet to `-(i/2) T0` and `T0` to `(i/2)` times the singlet. -/
theorem dm_singlet_T0 :
    dm *ᵥ singlet = (-(I / 2)) • T0 ∧ dm *ᵥ T0 = (I / 2) • singlet := by
  obtain ⟨-, -, h1, h2⟩ := dm_basis
  constructor
  · simp only [singlet, T0, Matrix.mulVec_smul, Matrix.mulVec_sub, h1, h2]
    module
  · simp only [singlet, T0, Matrix.mulVec_smul, Matrix.mulVec_add, h1, h2]
    module

/-- In the order `(uu, dd | ud, du)` the XXZ Hamiltonian is block diagonal, with a diagonal
block `Jz/4 ∓ B` and a block with diagonal `-Jz/4` and off-diagonal entries `(Jp ± iD)/2`. -/
theorem hamXXZ_blocks (Jp Jz D B : ℝ) :
    (hamXXZ Jp Jz D B).submatrix blockOrder blockOrder =
      fromBlocks !![(Jz : ℂ) / 4 - B, 0; 0, (Jz : ℂ) / 4 + B] 0 0
        !![-(Jz : ℂ) / 4, (Jp + I * D) / 2; (Jp - I * D) / 2, -(Jz : ℂ) / 4] := by
  simp only [hamXXZ, dm, S1_mul_S2]
  ext i j
  rcases i with i | i <;> rcases j with j | j <;> fin_cases i <;> fin_cases j <;>
    apply Complex.ext <;> simp [blockOrder, S1, S2, sx, sy, sz] <;> ring1

/-- The characteristic polynomial of the XXZ Hamiltonian is
`(X - (Jz/4 - B)) (X - (Jz/4 + B)) ((X + Jz/4)² - (Jp² + D²)/4)`. -/
theorem charpoly_hamXXZ (Jp Jz D B : ℝ) :
    (hamXXZ Jp Jz D B).charpoly =
      (X - C ((Jz : ℂ) / 4 - B)) * (X - C ((Jz : ℂ) / 4 + B)) *
        ((X + C ((Jz : ℂ) / 4)) ^ 2 - C (((Jp : ℂ) ^ 2 + (D : ℂ) ^ 2) / 4)) := by
  apply Polynomial.funext
  intro x
  -- `x - H` inherits the block structure of `H`
  have h : (Matrix.scalar _ x - hamXXZ Jp Jz D B).submatrix blockOrder blockOrder =
      fromBlocks !![x - ((Jz : ℂ) / 4 - B), 0; 0, x - ((Jz : ℂ) / 4 + B)] 0 0
        !![x - -(Jz : ℂ) / 4, -((Jp + I * D) / 2);
          -((Jp - I * D) / 2), x - -(Jz : ℂ) / 4] := by
    ext i j
    have hij := congrFun (congrFun (hamXXZ_blocks Jp Jz D B) i) j
    rw [Matrix.submatrix_apply] at hij
    rw [Matrix.submatrix_apply, Matrix.sub_apply, hij]
    rcases i with i | i <;> rcases j with j | j <;> fin_cases i <;> fin_cases j <;>
      simp [blockOrder, Matrix.scalar_apply]
  -- the determinant is the product of two 2 by 2 determinants
  rw [Matrix.eval_charpoly, ← Matrix.det_submatrix_equiv_self blockOrder, h,
    Matrix.det_fromBlocks_zero₂₁, Matrix.det_fin_two_of, Matrix.det_fin_two_of]
  simp only [eval_mul, eval_sub, eval_add, eval_pow, eval_X, eval_C]
  linear_combination
    ((x - ((Jz : ℂ) / 4 - B)) * (x - ((Jz : ℂ) / 4 + B)) * (D : ℂ) ^ 2 / 4) * Complex.I_sq

/-- The characteristic polynomial of `J S₁ · S₂ + D (S₁ × S₂)_z` is
`(X - J/4)² ((X + J/4)² - (J² + D²)/4)`. -/
theorem charpoly_hamDM (J D : ℝ) :
    (hamDM J D).charpoly =
      (X - C ((J : ℂ) / 4)) ^ 2 *
        ((X + C ((J : ℂ) / 4)) ^ 2 - C (((J : ℂ) ^ 2 + (D : ℂ) ^ 2) / 4)) := by
  -- isotropic exchange and zero field
  have h : hamDM J D = hamXXZ J J D 0 := by
    simp only [hamDM, hamXXZ, dotS, smul_add, Complex.ofReal_zero, zero_smul, sub_zero,
      add_zero]
  rw [h, charpoly_hamXXZ, Complex.ofReal_zero, sub_zero, add_zero]
  ring

/-- The roots of the characteristic polynomial of `J S₁ · S₂ + D (S₁ × S₂)_z` are exactly
`J/4` and `-J/4 ± √(J² + D²)/2`. -/
theorem isRoot_charpoly_hamDM (J D : ℝ) (x : ℂ) :
    (hamDM J D).charpoly.IsRoot x ↔
      x = (J : ℂ) / 4 ∨ x = -(J : ℂ) / 4 + (Real.sqrt (J ^ 2 + D ^ 2) : ℂ) / 2 ∨
        x = -(J : ℂ) / 4 - (Real.sqrt (J ^ 2 + D ^ 2) : ℂ) / 2 := by
  have hr0 : Real.sqrt (J ^ 2 + D ^ 2) ^ 2 = J ^ 2 + D ^ 2 := Real.sq_sqrt (by positivity)
  generalize Real.sqrt (J ^ 2 + D ^ 2) = r at hr0 ⊢
  have hr : (r : ℂ) ^ 2 = (J : ℂ) ^ 2 + (D : ℂ) ^ 2 := by exact_mod_cast hr0
  -- the quadratic factor splits into two linear ones
  have hf : (x + (J : ℂ) / 4) ^ 2 - ((J : ℂ) ^ 2 + (D : ℂ) ^ 2) / 4 =
      (x - (-(J : ℂ) / 4 + (r : ℂ) / 2)) * (x - (-(J : ℂ) / 4 - (r : ℂ) / 2)) := by
    linear_combination (1 / 4 : ℂ) * hr
  rw [Polynomial.IsRoot.def, charpoly_hamDM]
  simp only [eval_mul, eval_sub, eval_add, eval_pow, eval_X, eval_C]
  rw [hf, mul_eq_zero, mul_eq_zero, pow_eq_zero_iff two_ne_zero, sub_eq_zero, sub_eq_zero,
    sub_eq_zero]

/-- For real `ρ ≠ 0` with `ρ² = Jp² + D²`, the vector `(Jp + iD) ud + ρ du` is nonzero and
is an eigenvector of the XXZ Hamiltonian with eigenvalue `-Jz/4 + ρ/2`. -/
theorem hamXXZ_eigenvector (Jp Jz D B ρ : ℝ) (hρ : ρ ^ 2 = Jp ^ 2 + D ^ 2) (h0 : ρ ≠ 0) :
    ((Jp : ℂ) + I * D) • ket up dn + (ρ : ℂ) • ket dn up ≠ 0 ∧
    hamXXZ Jp Jz D B *ᵥ (((Jp : ℂ) + I * D) • ket up dn + (ρ : ℂ) • ket dn up) =
      (-(Jz : ℂ) / 4 + (ρ : ℂ) / 2) •
        (((Jp : ℂ) + I * D) • ket up dn + (ρ : ℂ) • ket dn up) := by
  constructor
  · -- the `du` component is `ρ`
    intro h
    have h10 := congrFun h (1, 0)
    simp [ket, up, dn, h0] at h10
  · simp only [hamXXZ, dm, S1_mul_S2]
    ext ⟨i, j⟩
    fin_cases i <;> fin_cases j <;> apply Complex.ext <;>
      simp [S1, S2, sx, sy, sz, ket, up, dn, Matrix.mulVec, dotProduct,
        Fintype.sum_prod_type, Fin.sum_univ_two] <;>
      first
        | ring1
        | linear_combination (-1 / 2 : ℝ) * hρ

end

end DzyaloshinskiiMoriyaDimer
```

```lean
#print axioms DzyaloshinskiiMoriyaDimer.dm_singlet_T0
#print axioms DzyaloshinskiiMoriyaDimer.isRoot_charpoly_hamDM
#print axioms DzyaloshinskiiMoriyaDimer.hamXXZ_eigenvector
```

```
'DzyaloshinskiiMoriyaDimer.dm_singlet_T0' depends on axioms: [propext, Classical.choice, Quot.sound]
'DzyaloshinskiiMoriyaDimer.isRoot_charpoly_hamDM' depends on axioms: [propext, Classical.choice, Quot.sound]
'DzyaloshinskiiMoriyaDimer.hamXXZ_eigenvector' depends on axioms: [propext, Classical.choice, Quot.sound]
```

## The statements in words

`Op2` is the type of $4\times4$ complex matrices indexed by pairs in `Fin 2 × Fin 2`; `S1 A` and `S2 A` are the Kronecker products $A \otimes 1$ and $1 \otimes A$. `dm` is $K$, `dotS` is $\mathbf S_1\cdot\mathbf S_2$, `hamDM J D` is $H_{DM}$, and `hamXXZ Jp Jz D B` is $H$ with `Jp` $= J_\perp$. `ket u v` has components `u p.1 * v p.2`, so `ket up dn` is $|\uparrow\downarrow\rangle$, supported at index `(0, 1)`. The operation `*ᵥ` applies a matrix to a column vector, and `charpoly` is $\det(X - H)$, with `X` the indeterminate and `C` embedding constants.

`dm_basis` and `dm_singlet_T0` state the action of $K$, `hamXXZ_blocks` the block form, and `charpoly_hamXXZ` and `charpoly_hamDM` the two polynomials for all real couplings, zero included. `isRoot_charpoly_hamDM` says that a complex $x$ is a root if and only if it equals one of the three listed values. `hamXXZ_eigenvector` says that the unnormalised $v$ is nonzero and satisfies the eigenvalue equation under `hρ` and `h0`. At $J_\perp = D = 0$, `hρ` forces $\rho = 0$ and $v = 0$, the case that `h0` excludes.

## How the proof runs

`S1_mul_S2` turns each product `S1 A * S2 B` into the Kronecker product of `A` and `B`, where `B` is a one-spin operator and not the field. The file uses no ladder operators: `dm_basis` and `hamXXZ_blocks` check every component from the explicit matrices, the latter after permuting rows and columns by `blockOrder` and separating real and imaginary parts. `dm_singlet_T0` is the subtraction and addition above, closed by `module`.

In `charpoly_hamXXZ`, `Polynomial.funext` reduces equality of polynomials to equality at every complex $x$, and `Matrix.eval_charpoly` turns the left side into $\det(x - H)$. The reordering leaves the determinant unchanged (`Matrix.det_submatrix_equiv_self`), `Matrix.det_fromBlocks_zero₂₁` factorises it, and the final `linear_combination` with `Complex.I_sq` is the step $(J_\perp + iD)(J_\perp - iD) = J_\perp^2 + D^2$. `charpoly_hamDM` rewrites `hamDM J D` as `hamXXZ J J D 0`. In the root theorem `hf` is the difference of squares, and a product vanishes exactly when a factor does. In the eigenvector theorem the component at `(1, 0)` equals $\rho$, which gives $v \neq 0$, and `hρ` is needed only where the second row produces $J_\perp^2 + D^2$.

## Scope

The theorems are exact identities for two spins 1/2 with $D$ and $B$ along $z$; they say nothing about rounding, larger spins, more sites or thermal averages. Multiplicities come from the polynomial and not from the root theorem, whose three values need not be distinct, and the explicit list of roots is given for $H_{DM}$ only. No theorem in the file states the Hermiticity of $H$, the orthogonality of its eigenvectors, the norm of $v$, or the sign change of $K$ under site exchange or transposition; the last two appear above in the prose only.

The Hamiltonian could instead have been entered as a literal matrix on `Fin 4`, with flat index $2p_1 + p_2$ for the spin indices $p_1, p_2$, as many codes store it. The mixed block would sit in the two middle rows and columns, and the polynomial would be the same. The entries $(J_\perp \pm iD)/2$, including which sign stands above the diagonal, would then be part of the definition, whereas `hamXXZ_blocks` derives them from the spin matrices and the site order.
